# A link atom at fixed distance along a bond passes on its force with total force and torque unchanged

A QM/MM boundary often cuts a covalent bond between a quantum atom at $Q$ and a classical atom at $M$. The open valence of the quantum part is capped with a link atom, commonly a hydrogen, placed on the bond at a chosen distance $d$ from $Q$. The quantum calculation returns a force $F$ on this link atom, but the link atom is not free to move, because its position is a function of $Q$ and $M$. Its force therefore has to be handed to those two atoms, and the problems below work out how.

The answer applies to force evaluation in QM/MM simulation when $d$ is a constant; a distance that varies with the bond length is not covered.

## Geometry, energy and torque

Positions and forces are vectors in Euclidean $\mathbb R^3$, called `Space` in the code.

```lean
import Mathlib

open Matrix

namespace FixedDistanceLinkAtom

noncomputable section

/-- Positions and forces are vectors of Euclidean three-space. -/
abbrev Space := EuclideanSpace ℝ (Fin 3)
```

For $M\neq Q$ write $r=|M-Q|$ for the bond length and $e=(M-Q)/r$ for the bond direction, `bondDir Q M`.

```lean
/-- The unit vector `e` pointing from `Q` to `M`, for `M ≠ Q`. -/
def bondDir (Q M : Space) : Space := ‖M - Q‖⁻¹ • (M - Q)
```

The link atom sits at $L=Q+d\,e$, which is `linkAtom d Q M`. The number $d$ may have either sign or be zero.

```lean
/-- The link atom at fixed distance `d` from `Q` along the bond to `M`, for `M ≠ Q`
(a negative `d` places it on the far side of `Q`). -/
def linkAtom (d : ℝ) (Q M : Space) : Space := Q + d • bondDir Q M
```

Let $U$ be the energy as a function of the link atom's position alone, with every other dependence held fixed, and let $F=-\nabla U(L)$. The next two definitions name the shares of $F$ that parts (b) and (c) derive from $U$.

```lean
/-- The share of the link-atom force `F` assigned to `M`: its part transverse to the bond,
scaled by `d / r`, where `r` is the bond length and `M ≠ Q`. -/
def forceM (d : ℝ) (Q M F : Space) : Space :=
  (d / ‖M - Q‖) • (F - inner ℝ F (bondDir Q M) • bondDir Q M)

/-- The share of the link-atom force `F` assigned to `Q`: what `M` does not take,
for `M ≠ Q`. -/
def forceQ (d : ℝ) (Q M F : Space) : Space := F - forceM d Q M F
```

Torque is taken about the origin, $x\times F$ for a force $F$ acting at $x$.

```lean
/-- The torque about the origin of a force `F` acting at `x`. -/
def torque (x F : Space) : Fin 3 → ℝ := crossProduct x.ofLp F.ofLp
```

## (a) How a direction responds to a displacement

**Task.** For $u\neq0$ let $\hat u=u/|u|$. Show that the derivative of $v\mapsto v/|v|$ at $u$, applied to a displacement $w$, is
$$\frac{1}{|u|}\bigl(w-(\hat u\cdot w)\,\hat u\bigr).$$

**Solution.** Since $|v|=\sqrt{v\cdot v}$, the length changes at the rate $u\cdot w/|u|=\hat u\cdot w$. Its inverse then changes at the rate $-(\hat u\cdot w)/|u|^2$. The product rule gives
$$\frac{w}{|u|}-\frac{\hat u\cdot w}{|u|^2}\,u=\frac{1}{|u|}\bigl(w-(\hat u\cdot w)\hat u\bigr).$$

In Lean the derivative is a linear map, and the `smulRight` term is the map $w\mapsto(\hat u\cdot w)\hat u$. The steps `h1` and `h2` are the derivatives of the length and of its inverse; the product rule follows, and `module` collects the terms.

```lean
/-- The derivative of `v ↦ v / |v|` at a nonzero vector `u` sends a displacement to its part
transverse to `u`, divided by the length of `u`. -/
theorem hasFDerivAt_direction {u : Space} (hu : u ≠ 0) :
    HasFDerivAt (fun v : Space => ‖v‖⁻¹ • v)
      (‖u‖⁻¹ • (ContinuousLinearMap.id ℝ Space -
        (innerSL ℝ (‖u‖⁻¹ • u)).smulRight (‖u‖⁻¹ • u))) u := by
  have hr : ‖u‖ ≠ 0 := norm_ne_zero_iff.2 hu
  have hi : ∀ a b : Space, innerSL ℝ a b = inner ℝ a b := fun _ _ => rfl
  -- the length changes at the rate of the longitudinal displacement
  have h1 : HasFDerivAt (fun v : Space => ‖v‖) (‖u‖⁻¹ • innerSL ℝ u) u := by
    have h := (hasStrictFDerivAt_norm_sq u).hasFDerivAt.sqrt (pow_ne_zero 2 hr)
    have e : ∀ v : Space, √(‖v‖ ^ 2) = ‖v‖ := fun v => Real.sqrt_sq (norm_nonneg v)
    simp only [e] at h
    refine h.congr_fderiv (ContinuousLinearMap.ext fun v => ?_)
    simp only [_root_.smul_apply, smul_eq_mul, nsmul_eq_mul, Nat.cast_ofNat]
    field_simp
  have h2 := (hasDerivAt_inv hr).comp_hasFDerivAt u h1
  refine (h2.smul (hasFDerivAt_id u)).congr_fderiv (ContinuousLinearMap.ext fun v => ?_)
  simp only [_root_.add_apply, _root_.sub_apply,
    _root_.smul_apply, ContinuousLinearMap.smulRight_apply,
    ContinuousLinearMap.id_apply, Function.comp_apply, id_eq, hi, inner_smul_left,
    conj_trivial, smul_eq_mul]
  module
```

## (b) The force on the classical atom

**Task.** Differentiate the energy with respect to $M$ at fixed $Q\neq M$, and show that the force on $M$ is
$$F_M=\frac dr\bigl(F-(F\cdot e)\,e\bigr).$$

**Solution.** Displace $M$ by $w$. By part (a) with $u=M-Q$, the link atom moves to first order by $\delta L=\frac dr(w-(e\cdot w)e)$. The energy changes by
$$\delta U=-F\cdot\delta L=-\frac dr\bigl(F\cdot w-(F\cdot e)(e\cdot w)\bigr)=-F_M\cdot w .$$
The gradient with respect to $M$ is therefore $-F_M$.

The hypothesis `hU` says that $U$ has gradient $-F$ at $L$, and the conclusion says that the composed energy has gradient `-forceM d Q M F` at $M$. The steps `h1`, `h2` and `h3` build the chain from $M-Q$ to $e$, to $L$, to $U$. The last lines move the projector from $w$ onto $F$, as in the display.

```lean
/-- If `M ≠ Q` and the energy `U` exerts the force `F` on the link atom, then minus the
gradient of the energy with respect to `M`, at fixed `Q`, is `forceM`. -/
theorem hasGradientAt_M {U : Space → ℝ} {d : ℝ} {Q M F : Space} (h : M ≠ Q)
    (hU : HasGradientAt U (-F) (linkAtom d Q M)) :
    HasGradientAt (fun m => U (linkAtom d Q m)) (-forceM d Q M F) M := by
  have ht : ∀ a b : Space, InnerProductSpace.toDual ℝ Space a b = inner ℝ a b :=
    fun _ _ => rfl
  have hi : ∀ a b : Space, innerSL ℝ a b = inner ℝ a b := fun _ _ => rfl
  have h1 := HasFDerivAt.comp (f := fun m : Space => m - Q) M
    (hasFDerivAt_direction (sub_ne_zero.2 h)) ((hasFDerivAt_id M).sub_const Q)
  have h2 := (h1.const_smul d).const_add Q
  have h3 := HasFDerivAt.comp (f := fun m => linkAtom d Q m) M hU.hasFDerivAt h2
  refine hasGradientAt_iff_hasFDerivAt.2
    (h3.congr_fderiv (ContinuousLinearMap.ext fun v => ?_))
  simp only [ContinuousLinearMap.comp_apply, _root_.sub_apply,
    _root_.smul_apply, ContinuousLinearMap.smulRight_apply,
    ContinuousLinearMap.id_apply, ht, hi, forceM, bondDir, inner_neg_left,
    inner_smul_left, inner_smul_right, inner_sub_left, inner_sub_right, conj_trivial]
  ring
```

## (c) The force on the quantum atom

**Task.** Differentiate with respect to $Q$ at fixed $M\neq Q$, and show that
$$F_Q=F-F_M .$$

**Solution.** Displacing $Q$ by $w$ changes $M-Q$ by $-w$, so
$$\delta L=w-\frac dr\bigl(w-(e\cdot w)e\bigr).$$
Hence $\delta U=-F\cdot w+F_M\cdot w=-(F-F_M)\cdot w$.

The Lean proof repeats the chain of part (b). The additional identity map in `h2` is the direct motion of $L$ with $Q$.

```lean
/-- If `M ≠ Q` and the energy `U` exerts the force `F` on the link atom, then minus the
gradient of the energy with respect to `Q`, at fixed `M`, is `forceQ`. -/
theorem hasGradientAt_Q {U : Space → ℝ} {d : ℝ} {Q M F : Space} (h : M ≠ Q)
    (hU : HasGradientAt U (-F) (linkAtom d Q M)) :
    HasGradientAt (fun q => U (linkAtom d q M)) (-forceQ d Q M F) Q := by
  have ht : ∀ a b : Space, InnerProductSpace.toDual ℝ Space a b = inner ℝ a b :=
    fun _ _ => rfl
  have hi : ∀ a b : Space, innerSL ℝ a b = inner ℝ a b := fun _ _ => rfl
  have h1 := HasFDerivAt.comp (f := fun q : Space => M - q) Q
    (hasFDerivAt_direction (sub_ne_zero.2 h)) ((hasFDerivAt_id Q).const_sub M)
  have h2 := (hasFDerivAt_id Q).add (h1.const_smul d)
  have h3 := HasFDerivAt.comp (f := fun q => linkAtom d q M) Q hU.hasFDerivAt h2
  refine hasGradientAt_iff_hasFDerivAt.2
    (h3.congr_fderiv (ContinuousLinearMap.ext fun v => ?_))
  simp only [ContinuousLinearMap.comp_apply, _root_.add_apply,
    _root_.sub_apply, _root_.neg_apply,
    _root_.smul_apply, ContinuousLinearMap.smulRight_apply,
    ContinuousLinearMap.id_apply, ht, hi, forceQ, forceM, bondDir, inner_neg_left,
    inner_neg_right, inner_add_right, inner_smul_left, inner_smul_right,
    inner_sub_left, inner_sub_right, conj_trivial]
  ring
```

## (d) Torque of the two shares

**Task.** Show that the explicit shares satisfy
$$Q\times F_Q+M\times F_M=L\times F .$$

**Solution.** Insert $F_Q=F-F_M$. The left side becomes $Q\times F+(M-Q)\times F_M$. Because $e$ is parallel to $M-Q$, the term $(F\cdot e)\,e$ in $F_M$ contributes nothing, and
$$(M-Q)\times F_M=\frac dr\,(M-Q)\times F=d\,e\times F .$$
The sum is $(Q+d\,e)\times F=L\times F$.

Only the parallelism was used, not the values of $F\cdot e$ and $r$. The proof accordingly replaces both by arbitrary numbers `s` and `r` and checks the three components with `ring`. This statement and that of part (f) also admit $M=Q$. There $M-Q$ and the vector `bondDir Q M` are both zero, and the statements hold trivially, without physical content.

```lean
/-- The torques of the two shares add up to the torque of `F` at the link atom. -/
theorem torque_balance (d : ℝ) (Q M F : Space) :
    torque Q (forceQ d Q M F) + torque M (forceM d Q M F) =
      torque (linkAtom d Q M) F := by
  unfold forceQ forceM linkAtom
  generalize inner ℝ F (bondDir Q M) = s
  unfold bondDir
  generalize ‖M - Q‖ = r
  ext i
  fin_cases i <;> simp [torque, cross_apply] <;> ring
```

## (e) Conservation for the differentiated energy

**Task.** Let $E(Q,M)=U(L)$, with $M\neq Q$ and $U$ differentiable at $L$. Show that
$$-\nabla_QE-\nabla_ME=-\nabla U(L),$$
$$Q\times(-\nabla_QE)+M\times(-\nabla_ME)=L\times(-\nabla U(L)).$$

**Solution.** Put $F=-\nabla U(L)$. Parts (b) and (c) give $-\nabla_ME=F_M$ and $-\nabla_QE=F_Q$. The first equation is $F_Q+F_M=F$, and the second is part (d).

The theorem is written with `gradient` throughout, so it speaks about the forces that differentiation produces, with no formula for them assumed. The `rw` line substitutes the results of (b) and (c). Conservation here compares the pair $Q$, $M$ with the link atom; it makes no statement about the other atoms.

```lean
/-- For `M ≠ Q` and an energy `U` differentiable at the link atom, the forces on `Q` and `M`
obtained by differentiation have the same total force and the same total torque as the
force `-∇U` acting at the link atom. -/
theorem force_and_torque_conserved {U : Space → ℝ} {d : ℝ} {Q M : Space} (h : M ≠ Q)
    (hU : DifferentiableAt ℝ U (linkAtom d Q M)) :
    -gradient (fun q => U (linkAtom d q M)) Q - gradient (fun m => U (linkAtom d Q m)) M =
        -gradient U (linkAtom d Q M) ∧
      torque Q (-gradient (fun q => U (linkAtom d q M)) Q) +
          torque M (-gradient (fun m => U (linkAtom d Q m)) M) =
        torque (linkAtom d Q M) (-gradient U (linkAtom d Q M)) := by
  have hF : HasGradientAt U (-(-gradient U (linkAtom d Q M))) (linkAtom d Q M) := by
    rw [neg_neg]
    exact hU.hasGradientAt
  rw [(hasGradientAt_Q h hF).gradient, (hasGradientAt_M h hF).gradient, neg_neg, neg_neg]
  refine ⟨?_, torque_balance d Q M _⟩
  unfold forceQ
  abel
```

## (f) No push along the bond

**Task.** Show that
$$F_M\cdot(M-Q)=0 .$$

**Solution.** With $M-Q=r\,e$ and $e\cdot e=1$,
$$F_M\cdot(r\,e)=d\bigl(F\cdot e-(F\cdot e)(e\cdot e)\bigr)=0 .$$
Physically, moving $M$ along the bond while $Q$ stays put leaves the link atom where it is, so it costs no energy through $U$.

In the proof `hk` carries the normalisation of $e$, and `linear_combination` uses it to cancel the two terms.

```lean
/-- The share of the force assigned to `M` has no component along the bond. -/
theorem forceM_transverse (d : ℝ) (Q M F : Space) :
    inner ℝ (forceM d Q M F) (M - Q) = 0 := by
  unfold forceM bondDir
  generalize M - Q = u
  rcases eq_or_ne u 0 with rfl | hu
  · exact inner_zero_right _
  · have hk : ‖u‖⁻¹ * ‖u‖ = 1 := inv_mul_cancel₀ (norm_ne_zero_iff.2 hu)
    simp only [div_eq_mul_inv, inner_smul_left, inner_smul_right, inner_sub_left,
      real_inner_self_eq_norm_sq, conj_trivial]
    generalize ‖u‖⁻¹ = k at hk ⊢
    linear_combination (-(d * k * inner ℝ F u * (k * ‖u‖ + 1))) * hk
```

## (g) A force with neither torque nor longitudinal part

**Task.** Let $u\neq0$ be a lever arm and $D$ a force. Show that
$$u\times D=0\ \text{ and }\ D\cdot u=0\quad\Longrightarrow\quad D=0 .$$

**Solution.** The double cross product gives
$$|u|^2D=(u\cdot D)\,u-u\times(u\times D).$$
Both terms on the right vanish, and $|u|^2\neq0$.

Lean proves this identity one component at a time: `k0`, `k1` and `k2` are the components 0, 1 and 2 of $D=0$.

```lean
/-- A force that is orthogonal to a nonzero lever arm and exerts no torque on it vanishes. -/
theorem eq_zero_of_torque_eq_zero {u D : Space} (hu : u ≠ 0) (h : torque u D = 0)
    (hi : inner ℝ D u = 0) : D = 0 := by
  have h0 := congrFun h 0
  have h1 := congrFun h 1
  have h2 := congrFun h 2
  simp [torque, cross_apply] at h0 h1 h2
  simp [PiLp.inner_apply, Fin.sum_univ_three] at hi
  have hn : ‖u‖ ^ 2 = u.ofLp 0 ^ 2 + u.ofLp 1 ^ 2 + u.ofLp 2 ^ 2 := by
    simp [EuclideanSpace.norm_sq_eq, Fin.sum_univ_three]
  have hp : ‖u‖ ^ 2 ≠ 0 := pow_ne_zero 2 (norm_ne_zero_iff.2 hu)
  -- expand |u|² D in terms of u · D and u × D
  have k0 : D.ofLp 0 = 0 := by
    refine (mul_eq_zero.1 ?_).resolve_left hp
    rw [hn]
    linear_combination u.ofLp 0 * hi + u.ofLp 2 * h1 - u.ofLp 1 * h2
  have k1 : D.ofLp 1 = 0 := by
    refine (mul_eq_zero.1 ?_).resolve_left hp
    rw [hn]
    linear_combination u.ofLp 1 * hi + u.ofLp 0 * h2 - u.ofLp 2 * h0
  have k2 : D.ofLp 2 = 0 := by
    refine (mul_eq_zero.1 ?_).resolve_left hp
    rw [hn]
    linear_combination u.ofLp 2 * hi + u.ofLp 1 * h0 - u.ofLp 0 * h1
  ext i
  fin_cases i
  exacts [k0, k1, k2]
```

## (h) The only split with these properties

**Task.** For $M\neq Q$, let forces $G_Q$ and $G_M$ satisfy $G_Q+G_M=F$, $Q\times G_Q+M\times G_M=L\times F$ and $G_M\cdot(M-Q)=0$. Show that
$$G_Q=F_Q,\qquad G_M=F_M .$$

**Solution.** Eliminating $G_Q$ turns the torque condition into $Q\times F+(M-Q)\times G_M=L\times F$. By part (d), $F_M$ satisfies the same equation. Subtracting,
$$(M-Q)\times(G_M-F_M)=0 .$$
By hypothesis and part (f), $G_M-F_M$ is also orthogonal to $M-Q$. Part (g) with $u=M-Q$ gives $G_M=F_M$, and then $G_Q=F-G_M=F_Q$.

The third condition does real work. Adding $c\,e$ to the force on $M$ and $-c\,e$ to the force on $Q$, for any number $c$, changes neither total force nor total torque.

In the proof `key` is the elimination and subtraction, `hz` the vanishing torque, and `hM` the use of part (g).

```lean
/-- For `M ≠ Q`, a split of `F` into forces on `Q` and `M` that conserves total force and
total torque and puts no force on `M` along the bond is the split `forceQ`, `forceM`. -/
theorem split_unique {d : ℝ} {Q M F GQ GM : Space} (h : M ≠ Q) (hF : GQ + GM = F)
    (hT : torque Q GQ + torque M GM = torque (linkAtom d Q M) F)
    (hB : inner ℝ GM (M - Q) = 0) :
    GQ = forceQ d Q M F ∧ GM = forceM d Q M F := by
  have hQ : GQ = F - GM := eq_sub_of_add_eq hF
  -- torque about Q of the difference between two splits with the same total force
  have key : ∀ f : Space, torque (M - Q) (GM - f) =
      (torque Q (F - GM) + torque M GM) - (torque Q (F - f) + torque M f) := by
    intro f
    ext i
    fin_cases i <;> simp [torque, cross_apply] <;> ring
  have hz : torque (M - Q) (GM - forceM d Q M F) = 0 := by
    have hb := torque_balance d Q M F
    unfold forceQ at hb
    rw [key, ← hQ, hT, hb, sub_self]
  have hM : GM = forceM d Q M F := by
    refine sub_eq_zero.1 (eq_zero_of_torque_eq_zero (sub_ne_zero.2 h) hz ?_)
    rw [inner_sub_left, hB, forceM_transverse, sub_zero]
  refine ⟨?_, hM⟩
  rw [hQ, hM]
  rfl

end

end FixedDistanceLinkAtom
```

```lean
#print axioms FixedDistanceLinkAtom.force_and_torque_conserved
-- 'FixedDistanceLinkAtom.force_and_torque_conserved' depends on axioms: [propext, Classical.choice, Quot.sound]
#print axioms FixedDistanceLinkAtom.split_unique
-- 'FixedDistanceLinkAtom.split_unique' depends on axioms: [propext, Classical.choice, Quot.sound]
```

## Spreading the link force in a QM/MM step

After the quantum gradient has been computed, a code forms $r$ and $e$ from the current positions. It adds $F_M$ to the force on $M$ and $F_Q$ to the force on $Q$, on top of the forces those atoms already carry from other terms. The link atom gets no equation of motion; it is placed again from $Q$ and $M$ at the next step.

Comparing total force and torque before and after the transfer tests this routine, but it misses an error of the form $\pm c\,e$. A finite-difference derivative of the full energy, with $M$ displaced along the bond and compared with the full force on $M$, can detect it.
